# Orthogonality and double-commutator identities of 1, m and 3m² − X for every spin j

The spin enters as a natural number $n=2j$, so integer and half-integer spins are treated together. The levels are numbered $i=0,\dots,n$ by `Fin (n + 1)`, with $m=i-j$. The first row of each matrix therefore belongs to $m=-j$, not to $m=+j$. Units have $\hbar=1$, and $X=j(j+1)$ is the value of $\mathbf J^2$ in the multiplet.

In Lean 4 with Mathlib:

```lean
import Mathlib

open Matrix

namespace SpinChebyshev

noncomputable section

/-- The spin `j = n / 2` belonging to the natural number `n = 2j`. -/
def spin (n : ℕ) : ℝ := n / 2

/-- The number `X = j (j + 1)`. -/
def X (n : ℕ) : ℝ := spin n * (spin n + 1)

/-- The magnetic quantum number of level `i`, running from `-j` to `j` in unit steps. -/
def m (n : ℕ) (i : Fin (n + 1)) : ℝ := ((i : ℕ) : ℝ) - spin n
```

## Square-root ladder elements

The ladder matrices are postulated in the usual phase convention, $J_+|m\rangle=\sqrt{X-m(m+1)}\,|m+1\rangle$, with $J_-=J_+^T$. With these elements `Jx`, `Jy` and `Jz` are the components of an angular momentum. `ofJz n f` is $f(J_z)$, the diagonal matrix of the values $f(m)$, and `casimir` is $\sum_i[J_i,[J_i,A]]$.

```lean
/-- The raising matrix, with entry `√(j(j+1) - m(m+1))` from level `m` to level `m + 1`. -/
def Jplus (n : ℕ) : Matrix (Fin (n + 1)) (Fin (n + 1)) ℂ := fun i k =>
  if (i : ℕ) = (k : ℕ) + 1 then ((Real.sqrt (X n - m n k * (m n k + 1)) : ℝ) : ℂ) else 0

/-- The lowering matrix, the transpose of the real matrix `J₊`. -/
def Jminus (n : ℕ) : Matrix (Fin (n + 1)) (Fin (n + 1)) ℂ := (Jplus n)ᵀ

/-- The spin matrix `Jx = (J₊ + J₋) / 2`. -/
def Jx (n : ℕ) : Matrix (Fin (n + 1)) (Fin (n + 1)) ℂ := (1 / 2 : ℂ) • (Jplus n + Jminus n)

/-- The spin matrix `Jy = (J₊ - J₋) / (2i)`. -/
def Jy (n : ℕ) : Matrix (Fin (n + 1)) (Fin (n + 1)) ℂ :=
  (-Complex.I / 2) • (Jplus n - Jminus n)

/-- The function `f(Jz)`, diagonal with entries `f(m)`. -/
def ofJz (n : ℕ) (f : ℝ → ℝ) : Matrix (Fin (n + 1)) (Fin (n + 1)) ℂ :=
  diagonal fun i => ((f (m n i) : ℝ) : ℂ)

/-- The spin matrix `Jz`, diagonal with entries `m`. -/
def Jz (n : ℕ) : Matrix (Fin (n + 1)) (Fin (n + 1)) ℂ := diagonal fun i => ((m n i : ℝ) : ℂ)

/-- The commutator `[A, B]`. -/
def comm {n : ℕ} (A B : Matrix (Fin (n + 1)) (Fin (n + 1)) ℂ) :
    Matrix (Fin (n + 1)) (Fin (n + 1)) ℂ := A * B - B * A

/-- The sum of double commutators `∑ᵢ [Jᵢ, [Jᵢ, A]]` over `i = x, y, z`. -/
def casimir (n : ℕ) (A : Matrix (Fin (n + 1)) (Fin (n + 1)) ℂ) :
    Matrix (Fin (n + 1)) (Fin (n + 1)) ℂ :=
  comm (Jx n) (comm (Jx n) A) + comm (Jy n) (comm (Jy n) A) + comm (Jz n) (comm (Jz n) A)
```

Write $a_\pm(m)=X-m(m\pm1)$. Since $a_+=(j-m)(j+m+1)\ge0$ on the levels, squaring the matrix elements gives
$$J_+J_-=a_-(J_z),\qquad J_-J_+=a_+(J_z).$$
`Jplus_sq` supplies the nonnegativity. `ladder_products` finds the single surviving term in each matrix product and treats the end levels separately, where $a_-(-j)=a_+(j)=0$. Only the squares of the ladder elements enter, so reversing the sign of an element in $J_+$ and in its transpose $J_-$ leaves the products unchanged, while changing its magnitude does not.

```lean
/-- The square of a raising matrix element is `j(j+1) - m(m+1)`. -/
theorem Jplus_sq (n : ℕ) (i k : Fin (n + 1)) (h : (i : ℕ) = (k : ℕ) + 1) :
    Jplus n i k * Jplus n i k = ((X n - m n k * (m n k + 1) : ℝ) : ℂ) := by
  have hk : ((k : ℕ) : ℝ) ≤ n := by exact_mod_cast Nat.lt_succ_iff.mp k.isLt
  have e : X n - m n k * (m n k + 1) = (((k : ℕ) : ℝ) + 1) * (n - ((k : ℕ) : ℝ)) := by
    unfold X m spin; ring
  have h0 : 0 ≤ X n - m n k * (m n k + 1) := by
    rw [e]; exact mul_nonneg (by positivity) (by linarith)
  simp only [Jplus, if_pos h]
  rw [← Complex.ofReal_mul, Real.mul_self_sqrt h0]

/-- The products of ladder matrices are functions of `Jz`:
`J₊J₋ = X - Jz(Jz - 1)` and `J₋J₊ = X - Jz(Jz + 1)`. -/
theorem ladder_products (n : ℕ) :
    Jplus n * Jminus n = ofJz n (fun x => X n - x * (x - 1)) ∧
    Jminus n * Jplus n = ofJz n (fun x => X n - x * (x + 1)) := by
  constructor
  · ext i l
    have hi := i.isLt
    rw [Matrix.mul_apply]
    by_cases h : i = l
    · subst h
      simp only [ofJz, diagonal_apply_eq, Jminus, transpose_apply]
      by_cases h0 : (i : ℕ) = 0
      · -- the lowest level is annihilated by `J₋`
        have hx : X n - m n i * (m n i - 1) = 0 := by
          simp only [m, X, h0]; push_cast; ring
        rw [hx]
        refine (Finset.sum_eq_zero fun k _ => ?_).trans Complex.ofReal_zero.symm
        have hn : ¬ (i : ℕ) = (k : ℕ) + 1 := by omega
        simp [Jplus, hn]
      · obtain ⟨k, hk⟩ : ∃ k : Fin (n + 1), (i : ℕ) = (k : ℕ) + 1 :=
          ⟨⟨(i : ℕ) - 1, by omega⟩, by simp only; omega⟩
        rw [Finset.sum_eq_single k, Jplus_sq n i k hk]
        · congr 1
          simp only [m, hk]; push_cast; ring
        · intro b _ hb
          have hn : ¬ (i : ℕ) = (b : ℕ) + 1 := fun h' => hb (Fin.ext (by omega))
          simp [Jplus, hn]
        · intro h'; exact absurd (Finset.mem_univ k) h'
    · rw [ofJz, diagonal_apply_ne _ h]
      refine Finset.sum_eq_zero fun k _ => ?_
      by_cases h1 : (i : ℕ) = (k : ℕ) + 1
      · have h2 : ¬ (l : ℕ) = (k : ℕ) + 1 := fun h2 => h (Fin.ext (by omega))
        simp [Jminus, Jplus, h2]
      · simp [Jplus, h1]
  · ext i l
    have hi := i.isLt
    rw [Matrix.mul_apply]
    by_cases h : i = l
    · subst h
      simp only [ofJz, diagonal_apply_eq, Jminus, transpose_apply]
      by_cases h0 : (i : ℕ) = n
      · -- the highest level is annihilated by `J₊`
        have hx : X n - m n i * (m n i + 1) = 0 := by
          simp only [m, X, h0, spin]; ring
        rw [hx]
        refine (Finset.sum_eq_zero fun k _ => ?_).trans Complex.ofReal_zero.symm
        have hk := k.isLt
        have hn : ¬ (k : ℕ) = (i : ℕ) + 1 := by omega
        simp [Jplus, hn]
      · obtain ⟨k, hk⟩ : ∃ k : Fin (n + 1), (k : ℕ) = (i : ℕ) + 1 :=
          ⟨⟨(i : ℕ) + 1, by omega⟩, rfl⟩
        rw [Finset.sum_eq_single k, Jplus_sq n k i hk]
        · intro b _ hb
          have hn : ¬ (b : ℕ) = (i : ℕ) + 1 := fun h' => hb (Fin.ext (by omega))
          simp [Jplus, hn]
        · intro h'; exact absurd (Finset.mem_univ k) h'
    · rw [ofJz, diagonal_apply_ne _ h]
      refine Finset.sum_eq_zero fun k _ => ?_
      by_cases h1 : (k : ℕ) = (i : ℕ) + 1
      · have h2 : ¬ (k : ℕ) = (l : ℕ) + 1 := fun h2 => h (Fin.ext (by omega))
        simp [Jplus, h2]
      · simp [Jminus, Jplus, h1]
```

## Operators that depend on Jz alone

Physically, $A=f(J_z)$ is an operator symmetric about the $z$ axis. It satisfies $f(J_z)J_\pm=J_\pm f(J_z\pm1)$, because $J_\pm$ changes $m$ by one; `ladder_shift` checks this entry by entry. For any $A$, inserting $J_x$ and $J_y$ gives
$$\sum_i[J_i,[J_i,A]]=[J_z,[J_z,A]]+\tfrac12\big([J_+,[J_-,A]]+[J_-,[J_+,A]]\big).$$

```lean
/-- Moving `f(Jz)` through a ladder matrix shifts its argument by one unit:
`f(Jz) J₊ = J₊ f(Jz + 1)` and `f(Jz) J₋ = J₋ f(Jz - 1)`. -/
theorem ladder_shift (n : ℕ) (f : ℝ → ℝ) :
    ofJz n f * Jplus n = Jplus n * ofJz n (fun x => f (x + 1)) ∧
    ofJz n f * Jminus n = Jminus n * ofJz n (fun x => f (x - 1)) := by
  constructor
  · ext i k
    simp only [ofJz, diagonal_mul, mul_diagonal]
    by_cases h : (i : ℕ) = (k : ℕ) + 1
    · have e : m n i = m n k + 1 := by simp only [m, h]; push_cast; ring
      rw [e, mul_comm]
    · simp [Jplus, h]
  · ext i k
    simp only [ofJz, diagonal_mul, mul_diagonal]
    by_cases h : (k : ℕ) = (i : ℕ) + 1
    · have e : m n i = m n k - 1 := by simp only [m, h]; push_cast; ring
      rw [e, mul_comm]
    · simp [Jminus, Jplus, h]

/-- The sum of double commutators written with ladder matrices. -/
theorem casimir_ladder (n : ℕ) (A : Matrix (Fin (n + 1)) (Fin (n + 1)) ℂ) :
    casimir n A = comm (Jz n) (comm (Jz n) A) + (1 / 2 : ℂ) •
      (comm (Jplus n) (comm (Jminus n) A) + comm (Jminus n) (comm (Jplus n) A)) := by
  have s : ∀ (c : ℂ) (B : Matrix (Fin (n + 1)) (Fin (n + 1)) ℂ),
      comm (c • B) (comm (c • B) A) = (c * c) • comm B (comm B A) := by
    intro c B
    simp only [comm, smul_mul_assoc, mul_smul_comm, ← smul_sub, smul_smul]
  have hI : (-Complex.I / 2) * (-Complex.I / 2) = -(1 / 4 : ℂ) := by
    linear_combination (1 / 4 : ℂ) * Complex.I_sq
  rw [casimir, Jx, Jy, s, s, hI]
  simp only [comm, mul_add, add_mul, mul_sub, sub_mul, mul_assoc]
  module
```

For $A=f(J_z)$ the first term vanishes. Without that restriction, an $A$ that raises $m$ by $q$ would contribute $q^2A$ there. The bracket expands to
$$(J_+J_-+J_-J_+)f+f(J_+J_-+J_-J_+)-2J_+fJ_--2J_-fJ_+.$$
By the shift rule, $J_+fJ_-=a_-(J_z)f(J_z-1)$ and $J_-fJ_+=a_+(J_z)f(J_z+1)$. Hence $f$ is sent to
$$a_+(m)[f(m)-f(m+1)]+a_-(m)[f(m)-f(m-1)].$$
In `casimir_ofJz`, the step `e` is the expansion, and the rewrites that follow apply the shifts and products.

```lean
/-- On any function of `Jz` the sum of double commutators acts as a second-order difference
operator in `m`. -/
theorem casimir_ofJz (n : ℕ) (f : ℝ → ℝ) :
    casimir n (ofJz n f) = ofJz n (fun x =>
      (X n - x * (x + 1)) * (f x - f (x + 1)) + (X n - x * (x - 1)) * (f x - f (x - 1))) := by
  have hz : comm (Jz n) (ofJz n f) = 0 := by
    rw [comm, sub_eq_zero, Jz, ofJz, diagonal_mul_diagonal, diagonal_mul_diagonal]
    congr 1
    funext i
    exact mul_comm _ _
  have hc : comm (Jz n) 0 = 0 := by simp [comm]
  -- collect the ladder matrices into the products `J₊J₋` and `J₋J₊`
  have e : comm (Jplus n) (comm (Jminus n) (ofJz n f))
      + comm (Jminus n) (comm (Jplus n) (ofJz n f))
      = (Jplus n * Jminus n) * ofJz n f + ofJz n f * (Jplus n * Jminus n)
      + (Jminus n * Jplus n) * ofJz n f + ofJz n f * (Jminus n * Jplus n)
      - (2 : ℂ) • (Jplus n * (ofJz n f * Jminus n))
      - (2 : ℂ) • (Jminus n * (ofJz n f * Jplus n)) := by
    simp only [comm, mul_sub, sub_mul, mul_assoc]
    module
  rw [casimir_ladder, hz, hc, e, (ladder_shift n f).1, (ladder_shift n f).2,
    ← mul_assoc (Jplus n) (Jminus n), ← mul_assoc (Jminus n) (Jplus n),
    (ladder_products n).1, (ladder_products n).2]
  simp only [ofJz, diagonal_mul_diagonal]
  ext i k
  by_cases h : i = k
  · subst h
    simp only [Matrix.add_apply, Matrix.sub_apply, Matrix.smul_apply, Matrix.zero_apply,
      diagonal_apply_eq, smul_eq_mul]
    push_cast
    ring
  · simp [h]
```

Now insert the three functions:

- $f=1$ gives $0$.
- $f=m$ gives $a_--a_+=2m$.
- $f=3m^2-X$ gives $6m(a_--a_+)-3(a_++a_-)=12m^2-6X+6m^2=6(3m^2-X)$.

`casimir_eigen` states these as matrix equations. The first follows by `simp` because the identity commutes with every matrix, and `ring` verifies the other two on the diagonal.

It is a mistake to read them as saying that the eigenvalue 6 occurs for every spin. For $j=0$ and $j=\tfrac12$ the matrix $3J_z^2-X$ is zero, as is $J_z$ for $j=0$, and the equations then hold trivially.

```lean
/-- The matrices `1`, `Jz` and `3Jz² - X` are multiplied by `k(k+1) = 0, 2, 6` under the sum of
double commutators with the spin matrices. -/
theorem casimir_eigen (n : ℕ) :
    casimir n 1 = 0 ∧ casimir n (Jz n) = (2 : ℂ) • Jz n ∧
    casimir n ((3 : ℂ) • Jz n ^ 2 - (X n : ℂ) • 1)
      = (6 : ℂ) • ((3 : ℂ) • Jz n ^ 2 - (X n : ℂ) • 1) := by
  have h2 : (3 : ℂ) • Jz n ^ 2 - (X n : ℂ) • 1 = ofJz n (fun x => 3 * x ^ 2 - X n) := by
    rw [pow_two, Jz, diagonal_mul_diagonal]
    ext i k
    by_cases h : i = k
    · subst h
      simp only [ofJz, Matrix.sub_apply, Matrix.smul_apply, diagonal_apply_eq,
        Matrix.one_apply_eq, smul_eq_mul]
      push_cast
      ring
    · simp [ofJz, h]
  have h1 : Jz n = ofJz n (fun x => x) := rfl
  have h0 : (1 : Matrix (Fin (n + 1)) (Fin (n + 1)) ℂ) = ofJz n (fun _ => 1) := by
    simp [ofJz]
  refine ⟨by simp [comm, casimir], ?_, ?_⟩
  · rw [h1, casimir_ofJz]
    ext i k
    by_cases h : i = k
    · subst h
      simp only [ofJz, Matrix.smul_apply, diagonal_apply_eq, smul_eq_mul]
      push_cast
      ring
    · simp [ofJz, h]
  · rw [h2, casimir_ofJz]
    ext i k
    by_cases h : i = k
    · subst h
      simp only [ofJz, Matrix.smul_apply, diagonal_apply_eq, smul_eq_mul]
      push_cast
      ring
    · simp [ofJz, h]
```

## A complete multiplet

The orthogonality proved here is for the sum over all levels from $-j$ to $j$; over part of the multiplet it can fail, and even $\sum m$ need not vanish. If $G(x+1)-G(x)=f(x)$, the sum telescopes to $\sum_m f(m)=G(j+1)-G(-j)$, which `sum_levels` proves by induction. Suitable choices of $G$ are

- $x$ for $1$,
- $x(x-1)/2$ for $m$,
- $x(x-1)(2x-1)/6$ for $m^2$,
- $[x(x-1)/2]^2$ for $m^3$,
- $x(x-1)(2x-1)(3x^2-3x-1)/30$ for $m^4$.

```lean
/-- A sum over all magnetic quantum numbers telescopes when the summand is a unit difference. -/
theorem sum_levels (n : ℕ) (f G : ℝ → ℝ) (h : ∀ x, G (x + 1) - G x = f x) :
    ∑ i, f (m n i) = G (spin n + 1) - G (-spin n) := by
  have key : ∀ N : ℕ, ∑ i ∈ Finset.range N, f ((i : ℝ) - spin n)
      = G ((N : ℝ) - spin n) - G (-spin n) := by
    intro N
    induction N with
    | zero => simp
    | succ N ih =>
      have e : ((N + 1 : ℕ) : ℝ) - spin n = ((N : ℝ) - spin n) + 1 := by push_cast; ring
      rw [Finset.sum_range_succ, ih, e, ← h]
      ring
  have e : ((n + 1 : ℕ) : ℝ) - spin n = spin n + 1 := by unfold spin; push_cast; ring
  have hs := Fin.sum_univ_eq_sum_range (fun i : ℕ => f ((i : ℝ) - spin n)) (n + 1)
  rw [key, e] at hs
  exact hs
```

They give $\sum1=2j+1$, $\sum m=\sum m^3=0$, $\sum m^2=X(2j+1)/3$ and $\sum m^4=X(2j+1)(3X-1)/15$. The three overlaps vanish, since $\sum(3m^2-X)=X(2j+1)-X(2j+1)=0$ and the other two are odd. The last norm is
$$\sum(3m^2-X)^2=\frac{X(2j+1)(4X-3)}5,\qquad 4X-3=(2j-1)(2j+3).$$
For a single isolated multiplet, $3J_z^2-X$ is, up to a constant factor, the form of an axial zero-field splitting of second order in the spin or of an axially symmetric quadrupole coupling, and its zero trace leaves the equally weighted mean of the $2j+1$ level energies unchanged.

```lean
/-- The functions `1`, `m` and `3m² - X` are mutually orthogonal over `m = -j, ..., j`, with squared
norms `2j+1`, `X(2j+1)/3` and `(2j-1)X(2j+1)(2j+3)/5`. -/
theorem chebyshev_orthogonality (n : ℕ) :
    (∑ i, 1 * m n i = 0 ∧ ∑ i, 1 * (3 * m n i ^ 2 - X n) = 0 ∧
      ∑ i, m n i * (3 * m n i ^ 2 - X n) = 0) ∧
    (∑ _i : Fin (n + 1), (1 : ℝ) ^ 2 = 2 * spin n + 1 ∧
      ∑ i, m n i ^ 2 = X n * (2 * spin n + 1) / 3 ∧
      ∑ i, (3 * m n i ^ 2 - X n) ^ 2
        = (2 * spin n - 1) * X n * (2 * spin n + 1) * (2 * spin n + 3) / 5) := by
  refine ⟨⟨?_, ?_, ?_⟩, ?_, ?_, ?_⟩
  · rw [sum_levels n (fun x => 1 * x) (fun x => x * (x - 1) / 2) (fun x => by ring)]
    ring
  · rw [sum_levels n (fun x => 1 * (3 * x ^ 2 - X n))
      (fun x => x * (x - 1) * (2 * x - 1) / 2 - X n * x) (fun x => by ring)]
    unfold X; ring
  · rw [sum_levels n (fun x => x * (3 * x ^ 2 - X n))
      (fun x => 3 * (x * (x - 1) / 2) ^ 2 - X n * (x * (x - 1) / 2)) (fun x => by ring)]
    ring
  · rw [sum_levels n (fun _ => (1 : ℝ) ^ 2) (fun x => x) (fun x => by ring)]
    ring
  · rw [sum_levels n (fun x => x ^ 2) (fun x => x * (x - 1) * (2 * x - 1) / 6)
      (fun x => by ring)]
    unfold X; ring
  · rw [sum_levels n (fun x => (3 * x ^ 2 - X n) ^ 2)
      (fun x => 9 * (x * (x - 1) * (2 * x - 1) * (3 * x ^ 2 - 3 * x - 1) / 30)
        - 6 * X n * (x * (x - 1) * (2 * x - 1) / 6) + X n ^ 2 * x) (fun x => by ring)]
    unfold X; ring
```

## An eigenfunction fixed by its value at m = −j

`eigenfunction_unique` assumes that $f(J_z)$ satisfies the eigenvalue equation with a real number $c$ (`h`), and that $f$ vanishes at the smallest $m$, $f(-j)=0$ (`h0`). The equation rearranges to
$$a_+(m)f(m+1)=[a_+(m)+a_-(m)-c]f(m)-a_-(m)f(m-1).$$
At $m=-j$ the last term is absent. Since $a_+>0$ below the top level, zeros propagate upwards; the strong induction in `key` follows this recursion. Without `h0`, $f=1$ with $c=0$ is a counterexample. Without `h`, so is $f=m+j$ for $j>0$.

By linearity, two eigenfunctions with the same $c$ are proportional on the levels. The Wigner–Eckart theorem, which is not formalised here, makes $(-1)^{j-m}\begin{pmatrix}j&k&j\\-m&0&m\end{pmatrix}$ such an eigenfunction with $c=k(k+1)$, so for $k=0,1,2$ and $k\le2j$ it is proportional to the corresponding polynomial, a discrete Chebyshev polynomial.

```lean
/-- If the sum of double commutators sends `f(Jz)` to `c f(Jz)` for a real number `c`, and `f`
vanishes at `m = -j`, then `f` vanishes at every `m`. -/
theorem eigenfunction_unique (n : ℕ) (f : ℝ → ℝ) (c : ℝ)
    (h : casimir n (ofJz n f) = (c : ℂ) • ofJz n f) (h0 : f (-spin n) = 0) :
    ∀ i, f (m n i) = 0 := by
  have e : ∀ i, (X n - m n i * (m n i + 1)) * (f (m n i) - f (m n i + 1))
      + (X n - m n i * (m n i - 1)) * (f (m n i) - f (m n i - 1)) = c * f (m n i) := by
    intro i
    rw [casimir_ofJz] at h
    have hi := congrFun (congrFun h i) i
    simp only [ofJz, Matrix.smul_apply, diagonal_apply_eq, smul_eq_mul] at hi
    exact_mod_cast hi
  have key : ∀ k : ℕ, k ≤ n → f ((k : ℝ) - spin n) = 0 := by
    intro k
    induction k using Nat.strong_induction_on with
    | _ k ih =>
      intro hk
      rcases k with _ | k
      · simpa using h0
      · have e1 := e ⟨k, by omega⟩
        simp only [m] at e1
        have a := ih k (by omega) (by omega)
        -- the term reaching down to `m - 1` drops out
        have b : (X n - ((k : ℝ) - spin n) * ((k : ℝ) - spin n - 1))
            * f ((k : ℝ) - spin n - 1) = 0 := by
          rcases k with _ | q
          · have z : X n - (((0 : ℕ) : ℝ) - spin n) * (((0 : ℕ) : ℝ) - spin n - 1) = 0 := by
              unfold X; push_cast; ring
            rw [z, zero_mul]
          · have z : ((q + 1 : ℕ) : ℝ) - spin n - 1 = (q : ℝ) - spin n := by push_cast; ring
            rw [z, ih q (by omega) (by omega), mul_zero]
        have p : (X n - ((k : ℝ) - spin n) * ((k : ℝ) - spin n + 1))
            * f ((k : ℝ) - spin n + 1) = 0 := by
          linear_combination -e1 + ((X n - ((k : ℝ) - spin n) * ((k : ℝ) - spin n + 1))
            + (X n - ((k : ℝ) - spin n) * ((k : ℝ) - spin n - 1)) - c) * a - b
        have q : X n - ((k : ℝ) - spin n) * ((k : ℝ) - spin n + 1)
            = ((k : ℝ) + 1) * ((n : ℝ) - k) := by unfold X spin; ring
        have hkn : (k : ℝ) + 1 ≤ n := by exact_mod_cast hk
        have pos : 0 < ((k : ℝ) + 1) * ((n : ℝ) - k) :=
          mul_pos (by positivity) (by linarith)
        rw [q] at p
        have z : ((k + 1 : ℕ) : ℝ) - spin n = (k : ℝ) - spin n + 1 := by push_cast; ring
        rw [z]
        exact (mul_eq_zero.mp p).resolve_left pos.ne'
  intro i
  exact key i (Nat.lt_succ_iff.mp i.isLt)

end

end SpinChebyshev
```

```lean
#print axioms SpinChebyshev.casimir_eigen
-- 'SpinChebyshev.casimir_eigen' depends on axioms: [propext, Classical.choice, Quot.sound]
#print axioms SpinChebyshev.chebyshev_orthogonality
-- 'SpinChebyshev.chebyshev_orthogonality' depends on axioms: [propext, Classical.choice, Quot.sound]
#print axioms SpinChebyshev.eigenfunction_unique
-- 'SpinChebyshev.eigenfunction_unique' depends on axioms: [propext, Classical.choice, Quot.sound]
```
